# Partition-function recursion for a hard-core lattice gas when a new site is added

In a hard-core lattice gas, each site holds at most one particle and no two adjacent sites are both occupied. The partition function Z(Λ) of a finite region Λ sums, over all allowed sets of occupied sites, the product of their site fugacities, which may be complex. For a site v outside Λ, on a graph where every site has finitely many neighbours, the theorem states Z(Λ ∪ {v}) = Z(Λ) + z(v) Z(Λ \ N(v)), where N(v) is the set of neighbours of v. The attempt first proves, as `hset`, that the subsets of Λ which stay allowed when v is added are exactly the allowed subsets of Λ \ N(v). It then splits the sum according to whether v is occupied and takes out the factor z(v).

The failing Lean file:

```lean
import Mathlib

open Finset
open scoped Classical

namespace PartitionFunctionInsert

noncomputable section

variable {V : Type*}

/-- The partition function of the hard-core gas in a finite region `Λ`: the sum over sets of
occupied sites with no two adjacent, each weighted by the product of its site fugacities. -/
def partitionFunction (G : SimpleGraph V) (z : V → ℂ) (Λ : Finset V) : ℂ :=
  ∑ S ∈ Λ.powerset.filter (fun S : Finset V => G.IsIndepSet (S : Set V)), ∏ v ∈ S, z v

/-- Adding a new site `v` to a region: either `v` is empty, or it is occupied and
all its neighbours are excluded. -/
theorem partitionFunction_insert (G : SimpleGraph V) [G.LocallyFinite] (z : V → ℂ)
    {Λ : Finset V} {v : V} (hv : v ∉ Λ) :
    partitionFunction G z (insert v Λ) =
      partitionFunction G z Λ + z v * partitionFunction G z (Λ \ G.neighborFinset v) := by
  -- the configurations compatible with a particle at `v`
  have hset : Λ.powerset.filter (fun S => G.IsIndepSet ((insert v S : Finset V) : Set V)) =
      (Λ \ G.neighborFinset v).powerset.filter (fun S => G.IsIndepSet (S : Set V)) := by
    ext t
    rw [mem_filter, mem_filter, mem_powerset, mem_powerset]
    constructor
    · rintro ⟨ht, hi⟩
      refine ⟨fun w hw => ?_, fun a ha b hb hab => ?_⟩
      · rw [mem_sdiff, SimpleGraph.mem_neighborFinset]
        refine ⟨ht hw, hi (mem_coe.2 (mem_insert_self v t))
          (mem_coe.2 (mem_insert_of_mem hw)) ?_⟩
        rintro rfl
        exact hv (ht hw)
      · exact hi (mem_coe.2 (mem_insert_of_mem (mem_coe.1 ha)))
          (mem_coe.2 (mem_insert_of_mem (mem_coe.1 hb))) hab
    · rintro ⟨ht, hi⟩
      have hN : ∀ w ∈ t, ¬ G.Adj v w := fun w hw h =>
        (mem_sdiff.1 (ht hw)).2 ((SimpleGraph.mem_neighborFinset G v w).2 h)
      refine ⟨fun w hw => (mem_sdiff.1 (ht hw)).1, fun a ha b hb hab => ?_⟩
      show ¬ G.Adj a b
      rcases mem_insert.1 (mem_coe.1 ha) with ha | ha <;>
        rcases mem_insert.1 (mem_coe.1 hb) with hb | hb
      · exact absurd (ha.trans hb.symm) hab
      · rw [ha]
        exact hN b hb
      · rw [hb]
        exact fun h => hN a ha h.symm
      · exact hi (mem_coe.2 ha) (mem_coe.2 hb) hab
  unfold partitionFunction
  rw [Finset.sum_filter, Finset.sum_powerset_insert hv, ← Finset.sum_filter,
    ← Finset.sum_filter, hset, Finset.mul_sum]
  congr 1
  refine Finset.sum_congr rfl fun t ht => ?_
  have hvt : v ∉ t := fun h =>
    hv (mem_sdiff.1 (mem_powerset.1 (mem_filter.1 ht).1 h)).1
  rw [Finset.prod_insert hvt]

end

end PartitionFunctionInsert
```

Compiling this gives:

```
Main.lean:25:6: error: Type mismatch
  {S ∈ do
      let a ← (Λ \ G.neighborFinset v).powerset
      pure ↑a |
    G.IsIndepSet S}
has type
  Finset (Set V)
but is expected to have type
  Finset (Finset V)
```

Cause. The error is in the statement of `hset`, on the right-hand side. `Finset.filter` takes its predicate before the finset, even when written with dot notation, so `fun S => G.IsIndepSet (S : Set V)` was elaborated while the type of `S` was still open. The ascription `(S : Set V)` then fixed that type as `Set V`, instead of coercing a `Finset V`. To fit, Lean coerced the powerset elementwise, which is the `do … pure ↑a` in the message. The result was a `Finset (Set V)`, but the left-hand side of the equation is a `Finset (Finset V)`.

Writing `fun S : Finset V` on the right fixes the type first, so `(S : Set V)` becomes the intended coercion and both sides have the same type. The same annotation on the left is mere tidying, since `(insert v S : Finset V)` already forces `S` to be a `Finset V`; so are the new line breaks.

The change, after which it compiles:

```diff
@@ -22,6 +22,8 @@
       partitionFunction G z Λ + z v * partitionFunction G z (Λ \ G.neighborFinset v) := by
   -- the configurations compatible with a particle at `v`
-  have hset : Λ.powerset.filter (fun S => G.IsIndepSet ((insert v S : Finset V) : Set V)) =
-      (Λ \ G.neighborFinset v).powerset.filter (fun S => G.IsIndepSet (S : Set V)) := by
+  have hset : Λ.powerset.filter
+      (fun S : Finset V => G.IsIndepSet ((insert v S : Finset V) : Set V)) =
+      (Λ \ G.neighborFinset v).powerset.filter
+        (fun S : Finset V => G.IsIndepSet (S : Set V)) := by
     ext t
     rw [mem_filter, mem_filter, mem_powerset, mem_powerset]
```
